# For two equally weighted states at positive temperature, a level shift costs less free energy the second time

A system has two states, equally weighted at the start, and a perturbation raises the energy of the second by one unit. The free energy of switching it on is `-(1/β)` times the logarithm of the average of its Boltzmann factor, which is `1` in the first state and `exp (-β)` in the second. The lemma says that for `β > 0` this free energy is strictly lower when the same perturbation has already been applied once and the weights have been renormalised. The proof uses an earlier theorem to reduce the claim to a positive covariance of the Boltzmann factor with itself, that is, to a positive variance. This equals `(1 - exp (-β))² / 4`, so it remains to show that `exp (-β) < 1`.

The first attempt, which Lean rejects:

```lean
import Mathlib

open Finset

namespace ThermodynamicCycle

noncomputable section

variable {Ω Ω' : Type*} [Fintype Ω] [Fintype Ω']

/-- A probability law on a finite set of states. -/
structure Law (Ω : Type*) [Fintype Ω] where
  prob : Ω → ℝ
  nonneg : ∀ x, 0 ≤ prob x
  sum_one : ∑ x, prob x = 1

/-- The average of an observable under a law. -/
def mean (p : Law Ω) (f : Ω → ℝ) : ℝ := ∑ x, p.prob x * f x

/-- The covariance of two observables under a law. -/
def cov (p : Law Ω) (f g : Ω → ℝ) : ℝ :=
  mean p (fun x => f x * g x) - mean p f * mean p g

/-- The Boltzmann factor `exp (-β A)` of a perturbation `A`. -/
def boltz (β : ℝ) (A : Ω → ℝ) : Ω → ℝ := fun x => Real.exp (-β * A x)

omit [Fintype Ω] in
/-- The Boltzmann factor of a sum of perturbations is the product of the factors. -/
theorem boltz_add (β : ℝ) (A B : Ω → ℝ) :
    boltz β (A + B) = fun x => boltz β A x * boltz β B x := by
  funext x
  simp only [boltz, Pi.add_apply]
  rw [← Real.exp_add, mul_add]

/-- The average of a Boltzmann factor is positive. -/
theorem mean_boltz_pos (p : Law Ω) (β : ℝ) (A : Ω → ℝ) : 0 < mean p (boltz β A) := by
  -- some state carries positive weight, because the weights sum to one
  obtain ⟨x, hx⟩ : ∃ x, 0 < p.prob x := by
    by_contra h
    have h0 : ∑ x, p.prob x ≤ 0 :=
      Finset.sum_nonpos fun x _ => not_lt.mp fun hx => h ⟨x, hx⟩
    linarith [p.sum_one]
  exact Finset.sum_pos' (fun y _ => mul_nonneg (p.nonneg y) (Real.exp_pos _).le)
    ⟨x, Finset.mem_univ x, mul_pos hx (Real.exp_pos _)⟩

/-- The law after `B` has been switched on: the old weights times `exp (-β B)`, normalised. -/
def perturb (p : Law Ω) (β : ℝ) (B : Ω → ℝ) : Law Ω where
  prob x := p.prob x * boltz β B x / mean p (boltz β B)
  nonneg x := div_nonneg (mul_nonneg (p.nonneg x) (Real.exp_pos _).le)
    (mean_boltz_pos p β B).le
  sum_one := by
    show ∑ x, p.prob x * boltz β B x / mean p (boltz β B) = 1
    rw [← Finset.sum_div]
    exact div_self (mean_boltz_pos p β B).ne'

/-- The free energy of switching on `A` from the law `p`, for inverse temperature `β ≠ 0`. -/
def freeEnergy (p : Law Ω) (β : ℝ) (A : Ω → ℝ) : ℝ :=
  -(1 / β) * Real.log (mean p (boltz β A))

/-- Reweighting: the average of `exp (-β A)` in the presence of `B` is a ratio of two
averages under the reference law. -/
theorem mean_perturb (p : Law Ω) (β : ℝ) (A B : Ω → ℝ) :
    mean (perturb p β B) (boltz β A)
      = mean p (boltz β (A + B)) / mean p (boltz β B) := by
  rw [boltz_add]
  change ∑ x, p.prob x * boltz β B x / mean p (boltz β B) * boltz β A x
    = (∑ x, p.prob x * (boltz β A x * boltz β B x)) / mean p (boltz β B)
  rw [Finset.sum_div]
  refine Finset.sum_congr rfl fun x _ => ?_
  ring

/-- For `β > 0`, the free energy of switching on `A` is the same after `B` as before `B` exactly
when the two Boltzmann factors are uncorrelated under the reference law, and it is lower after `B`
exactly when they are positively correlated. -/
theorem order_independent_iff_uncorrelated (p : Law Ω) {β : ℝ} (hβ : 0 < β) (A B : Ω → ℝ) :
    (freeEnergy (perturb p β B) β A = freeEnergy p β A
        ↔ cov p (boltz β A) (boltz β B) = 0) ∧
    (freeEnergy (perturb p β B) β A < freeEnergy p β A
        ↔ 0 < cov p (boltz β A) (boltz β B)) := by
  have ha := mean_boltz_pos p β A
  have hb := mean_boltz_pos p β B
  have hc := mean_boltz_pos p β (A + B)
  have hk : -(1 / β) < 0 := neg_lt_zero.mpr (one_div_pos.mpr hβ)
  -- the negative prefactor reverses the order
  have hlt : ∀ u v : ℝ, -(1 / β) * u < -(1 / β) * v ↔ v < u := fun u v =>
    ⟨fun h => by nlinarith, fun h => by nlinarith⟩
  unfold freeEnergy cov
  rw [mean_perturb, ← boltz_add]
  constructor
  · rw [mul_right_inj' hk.ne, sub_eq_zero,
      Real.log_injOn_pos.eq_iff (Set.mem_Ioi.mpr (div_pos hc hb)) (Set.mem_Ioi.mpr ha),
      div_eq_iff hb.ne']
  · rw [hlt, Real.log_lt_log_iff ha (div_pos hc hb), lt_div_iff₀ hb, sub_pos]

/-- Two equally weighted states. -/
def coin : Law (Fin 2) where
  prob _ := 1 / 2
  nonneg _ := by norm_num
  sum_one := by
    rw [Fin.sum_univ_two]
    norm_num

/-- The perturbation that raises the second of two states by one unit of energy. -/
def level : Fin 2 → ℝ := ![0, 1]

/-- For two equally weighted states and `A = B = (0, 1)`, the covariance of the Boltzmann
factors is `(1 - exp (-β))² / 4`. -/
theorem cov_coin (β : ℝ) :
    cov coin (boltz β level) (boltz β level) = (1 - Real.exp (-β)) ^ 2 / 4 := by
  have h0 : boltz β level 0 = 1 := by simp [boltz, level]
  have h1 : boltz β level 1 = Real.exp (-β) := by simp [boltz, level]
  simp only [cov, mean, coin, Fin.sum_univ_two, h0, h1]
  ring

/-- For two equally weighted states and `A = B = (0, 1)`, and for `β > 0`, switching on `A` after
`B` has a strictly lower free energy than switching it on first. -/
theorem coin_order_matters {β : ℝ} (hβ : 0 < β) :
    freeEnergy (perturb coin β level) β level < freeEnergy coin β level := by
  refine (order_independent_iff_uncorrelated coin hβ level level).2.mpr ?_
  rw [cov_coin]
  have h : Real.exp (-β) < 1 := Real.exp_lt_one (neg_lt_zero.mpr hβ)
  exact div_pos (pow_pos (sub_pos.mpr h) 2) (by norm_num)

end

end ThermodynamicCycle
```

The error:

```
Main.lean:121:32: error(lean.unknownIdentifier): Unknown constant `Real.exp_lt_one`
```

What went wrong. The message means that Lean finds no declaration called `Real.exp_lt_one` in the Mathlib that the file imports. The name was meant to supply the proof of `h : Real.exp (-β) < 1`, so that step has no proof. The inequality itself is true, and the argument given for it, `neg_lt_zero.mpr hβ`, correctly proves `-β < 0`.

The repair uses `Real.exp_lt_one_iff`, which does exist. It is an equivalence, saying that `Real.exp x < 1` holds exactly when `x < 0`, so it can't be applied directly to a proof of `-β < 0` as the missing lemma was. The added `.mpr` takes the direction from right to left, which turns `-β < 0` into `Real.exp (-β) < 1`. The argument stays the same, and so does the last line, which uses `h` to show that the variance is positive.

The repair, with which the file compiles:

```diff
@@ -119,5 +119,5 @@
   refine (order_independent_iff_uncorrelated coin hβ level level).2.mpr ?_
   rw [cov_coin]
-  have h : Real.exp (-β) < 1 := Real.exp_lt_one (neg_lt_zero.mpr hβ)
+  have h : Real.exp (-β) < 1 := Real.exp_lt_one_iff.mpr (neg_lt_zero.mpr hβ)
   exact div_pos (pow_pos (sub_pos.mpr h) 2) (by norm_num)
 
```
